# An orbital-wise Schwarz bound for repulsion integrals of real orbitals on a finite grid

Take two sites, 0 and 1, with repulsion 2 between charges on the same site and 1 between charges on different sites. The orbitals $a=(1,1)/\sqrt2$ and $b=(1,-1)/\sqrt2$ have Coulomb integral $(aa,bb)=3/2$ and exchange integral $(ab,ab)=1/2$. The difference is the off-site repulsion times a square, $1\cdot(a_0b_1-b_0a_1)^2=1$, so exchange cannot exceed Coulomb. This lets data on single orbitals control a pair density.

Many electronic-structure programs skip repulsion integrals whose upper bound is negligible. The usual Schwarz bound takes one number per pair of orbitals. For real orbitals on a finite grid, a coarser bound takes one number per orbital. Write
$$(f,g)=\sum_{x,y}f(x)\,v(x,y)\,g(y),$$
where $(ab,cd)$, with $ab$ the pointwise product of $a$ and $b$, plays the part of the chemists' $(ab|cd)$. If the kernel $v$ is symmetric, positive semidefinite and entrywise nonnegative, then
$$(ab,cd)^4\le(aa,aa)(bb,bb)(cc,cc)(dd,dd).$$

## From pair densities to single orbitals

For every real $t$, semidefiniteness and symmetry give
$$0\le(f+tg,f+tg)=(f,f)+2t(f,g)+t^2(g,g).$$
If $(g,g)>0$, the discriminant is nonpositive, so $(f,g)^2\le(f,f)(g,g)$. If $(g,g)=0$, the remaining linear function is nonnegative only when $(f,g)=0$, and the inequality still holds.

Nonnegative entries give
$$0\le\sum_{x,y}v(x,y)\,[a(x)b(y)-b(x)a(y)]^2=2(aa,bb)-2(ab,ab).$$
Hence $0\le(ab,ab)\le(aa,bb)$. Squaring and applying Schwarz to $aa$ and $bb$ yields $(ab,ab)^2\le(aa,aa)(bb,bb)$. Finally,
$$(ab,cd)^4\le(ab,ab)^2(cd,cd)^2\le(aa,aa)(bb,bb)(cc,cc)(dd,dd).$$

With $q(a)=(aa,aa)^{1/4}$, this reads $|(ab,cd)|\le q(a)q(b)q(c)q(d)$. For a contracted orbital $s=\sum_i c_ig_i$, with coefficients $c_i$ and primitives $g_i$, expand one factor only:
$$q(s)^4=\sum_i c_i(g_is,ss)\le\sum_i|c_i|\,q(g_i)\,q(s)^3.$$
Dividing by $q(s)^3$ when it is positive gives $q(s)\le\sum_i|c_i|q(g_i)$; when $q(s)=0$ this is immediate.

In the two-site example, let $c=d=(1,0)$. Then $(ab,cd)=1/2$. The pair bound $\sqrt{(ab,ab)(cd,cd)}$ is 1, and the orbital-wise bound is $(\tfrac32\cdot\tfrac32\cdot2\cdot2)^{1/4}=\sqrt3\approx1.73$. The second is looser but needs no pair data. It also cannot see small overlap: for $a=c=(1,0)$ and $b=d=(0,1)$ the pair density $ab$ vanishes, and the pair bound with it, while the orbital-wise bound is 2. For distant localized orbitals it is therefore no substitute for the pair bound.

A neighbouring estimate, not stated as a theorem below, follows from Schwarz and the exchange inequality alone: $(ab,cd)^2\le(aa,bb)(cc,dd)$.

## Grid, kernel and screening number

The finite type `X` is the set of grid points.

```lean
import Mathlib

open Finset

namespace OrbitalSchwarz

noncomputable section

variable {X : Type*} [Fintype X] {v : X → X → ℝ}
```

Orbitals and densities are functions `X → ℝ`, with no normalisation required.

```lean
/-- The interaction `(f,g)` of two real densities on a finite grid: the double sum of
`f(x) v(x,y) g(y)`. -/
def coulomb (v : X → X → ℝ) (f g : X → ℝ) : ℝ :=
  ∑ x, ∑ y, f x * v x y * g y
```

`IsRepulsion` collects the kernel conditions: reciprocity of the interaction, nonnegative self-energy of every charge distribution, and repulsion between like charges. Nonnegative quadrature weights can be absorbed into `v`. The theorems below do not cover integrals over space with the kernel $1/|\mathbf r-\mathbf r'|$, which is infinite at coincident points.

```lean
/-- A repulsion kernel on the grid: symmetric, positive semidefinite, and with nonnegative
entries. -/
structure IsRepulsion (v : X → X → ℝ) : Prop where
  symm : ∀ x y, v x y = v y x
  psd : ∀ f : X → ℝ, 0 ≤ coulomb v f f
  nonneg : ∀ x y, 0 ≤ v x y
```

The product `a * b` is pointwise, and `screen v a` is $q(a)$. It belongs to one orbital, unlike the usual Schwarz factor $\sqrt{(ab,ab)}$ of a pair.

```lean
/-- The screening number of an orbital `a`: the fourth root of its self-repulsion `(aa,aa)`,
for a positive semidefinite kernel. -/
def screen (v : X → X → ℝ) (a : X → ℝ) : ℝ :=
  √(√(coulomb v (a * a) (a * a)))
```

The two-site kernel satisfies all three conditions; its quadratic form is $(f_0+f_1)^2+f_0^2+f_1^2$.

```lean
/-- The kernel on two grid points with value 2 on the diagonal and 1 off it is a repulsion
kernel. -/
theorem isRepulsion_witness :
    IsRepulsion (fun x y : Fin 2 => if x = y then (2 : ℝ) else 1) where
  symm := by
    intro x y
    fin_cases x <;> fin_cases y <;> simp
  psd := by
    intro f
    simp [coulomb, Fin.sum_univ_two]
    nlinarith [sq_nonneg (f 0 + f 1), sq_nonneg (f 0), sq_nonneg (f 1)]
  nonneg := by
    intro x y

    split_ifs <;> norm_num
```

## The inequalities in Lean

Exchanging the two sums and using `symm` makes the interaction symmetric.

```lean
/-- For a repulsion kernel the interaction of two densities does not depend on their order. -/
theorem coulomb_comm (hv : IsRepulsion v) (f g : X → ℝ) :
    coulomb v f g = coulomb v g f := by
  unfold coulomb
  rw [Finset.sum_comm]
  refine sum_congr rfl fun y _ => sum_congr rfl fun x _ => ?_
  rw [hv.symm x y]
  ring
```

Here `expand` is the quadratic in $t$, and `discrim_le_zero` treats both the quadratic and the degenerate case.

```lean
/-- Schwarz inequality for densities under a repulsion kernel: `(f,g)² ≤ (f,f)(g,g)`. -/
theorem coulomb_schwarz (hv : IsRepulsion v) (f g : X → ℝ) :
    coulomb v f g ^ 2 ≤ coulomb v f f * coulomb v g g := by
  -- the self-interaction of f + t g is a nonnegative quadratic polynomial in t
  have expand : ∀ t : ℝ, coulomb v (f + t • g) (f + t • g) =
      coulomb v f f + t * coulomb v f g + t * coulomb v g f + t ^ 2 * coulomb v g g := by
    intro t
    simp only [coulomb, Finset.mul_sum, ← Finset.sum_add_distrib, Pi.add_apply,
      Pi.smul_apply, smul_eq_mul]
    refine sum_congr rfl fun x _ => sum_congr rfl fun y _ => ?_
    ring
  have h := discrim_le_zero (a := coulomb v g g) (b := 2 * coulomb v f g)
    (c := coulomb v f f) (fun t => by
      have h0 := hv.psd (f + t • g)
      rw [expand t, coulomb_comm hv g f] at h0
      linarith)
  unfold discrim at h
  linarith
```

In the next proof `h0` says that the weighted sum of squares is nonnegative, and `h1` expands it.

```lean
/-- For a repulsion kernel and real orbitals, the exchange integral is at most the Coulomb
integral: `(ab,ab) ≤ (aa,bb)`. -/
theorem exchange_le_coulomb (hv : IsRepulsion v) (a b : X → ℝ) :
    coulomb v (a * b) (a * b) ≤ coulomb v (a * a) (b * b) := by
  have h0 : 0 ≤ ∑ x, ∑ y, v x y * (a x * b y - b x * a y) ^ 2 :=
    sum_nonneg fun x _ => sum_nonneg fun y _ => mul_nonneg (hv.nonneg x y) (sq_nonneg _)
  have h1 : ∑ x, ∑ y, v x y * (a x * b y - b x * a y) ^ 2 =
      coulomb v (a * a) (b * b) + coulomb v (b * b) (a * a)
        - 2 * coulomb v (a * b) (a * b) := by
    simp only [coulomb, Finset.mul_sum, ← Finset.sum_add_distrib,
      ← Finset.sum_sub_distrib, Pi.mul_apply]
    refine sum_congr rfl fun x _ => sum_congr rfl fun y _ => ?_
    ring
  rw [h1, coulomb_comm hv (b * b) (a * a)] at h0
  linarith
```

Squaring this inequality and chaining it with Schwarz bounds the pair density.

```lean
/-- For a repulsion kernel and real orbitals, the self-repulsion of a pair density is
controlled by its two orbitals: `(ab,ab)² ≤ (aa,aa)(bb,bb)`. -/
theorem pair_bound (hv : IsRepulsion v) (a b : X → ℝ) :
    coulomb v (a * b) (a * b) ^ 2 ≤
      coulomb v (a * a) (a * a) * coulomb v (b * b) (b * b) :=
  (pow_le_pow_left₀ (hv.psd _) (exchange_le_coulomb hv a b) 2).trans
    (coulomb_schwarz hv _ _)
```

The `calc` block squares Schwarz for `a * b` and `c * d`, then multiplies two pair bounds.

```lean
/-- Orbital-wise Schwarz bound for real orbitals and a repulsion kernel:
`(ab,cd)⁴ ≤ (aa,aa)(bb,bb)(cc,cc)(dd,dd)`. -/
theorem orbital_schwarz (hv : IsRepulsion v) (a b c d : X → ℝ) :
    coulomb v (a * b) (c * d) ^ 4 ≤
      coulomb v (a * a) (a * a) * coulomb v (b * b) (b * b) *
        (coulomb v (c * c) (c * c) * coulomb v (d * d) (d * d)) := by
  calc coulomb v (a * b) (c * d) ^ 4
      = (coulomb v (a * b) (c * d) ^ 2) ^ 2 := by ring
    _ ≤ (coulomb v (a * b) (a * b) * coulomb v (c * d) (c * d)) ^ 2 :=
        pow_le_pow_left₀ (sq_nonneg _) (coulomb_schwarz hv _ _) 2
    _ = coulomb v (a * b) (a * b) ^ 2 * coulomb v (c * d) (c * d) ^ 2 := by ring
    _ ≤ _ := mul_le_mul (pair_bound hv a b) (pair_bound hv c d) (sq_nonneg _)
        (mul_nonneg (hv.psd _) (hv.psd _))
```

## Screening contracted orbitals

Semidefiniteness ensures that the nested square roots undo correctly.

```lean
/-- For a repulsion kernel, the fourth power of the screening number is the self-repulsion
`(aa,aa)`. -/
theorem screen_pow_four (hv : IsRepulsion v) (a : X → ℝ) :
    screen v a ^ 4 = coulomb v (a * a) (a * a) := by
  unfold screen
  rw [show ∀ r : ℝ, r ^ 4 = (r ^ 2) ^ 2 from fun r => by ring,
    Real.sq_sqrt (Real.sqrt_nonneg _), Real.sq_sqrt (hv.psd _)]
```

Both sides of the screening estimate are nonnegative, so comparing their fourth powers suffices.

```lean
/-- Screening estimate for real orbitals and a repulsion kernel: the size of `(ab,cd)` is at
most the product of the four screening numbers. -/
theorem abs_coulomb_le_screen (hv : IsRepulsion v) (a b c d : X → ℝ) :
    |coulomb v (a * b) (c * d)| ≤ screen v a * screen v b * screen v c * screen v d := by
  have hq : ∀ f : X → ℝ, 0 ≤ screen v f := fun f => Real.sqrt_nonneg _
  have hR : 0 ≤ screen v a * screen v b * screen v c * screen v d :=
    mul_nonneg (mul_nonneg (mul_nonneg (hq a) (hq b)) (hq c)) (hq d)
  -- compare fourth powers
  refine (pow_le_pow_iff_left₀ (abs_nonneg _) hR (by norm_num : (4 : ℕ) ≠ 0)).mp ?_
  have h4 : ∀ r : ℝ, |r| ^ 4 = r ^ 4 := fun r => by
    rw [show |r| ^ 4 = (|r| ^ 2) ^ 2 by ring, sq_abs]
    ring
  rw [h4, mul_pow, mul_pow, mul_pow, screen_pow_four hv, screen_pow_four hv,
    screen_pow_four hv, screen_pow_four hv]
  linarith [orbital_schwarz hv a b c d]
```

Linearity in one orbital factor is proved by reordering finite sums. From here on `c` denotes contraction coefficients, no longer an orbital.

```lean
/-- An integral with one contracted orbital is the same contraction of primitive integrals. -/
theorem coulomb_contraction {ι : Type*} [Fintype ι] (v : X → X → ℝ) (c : ι → ℝ)
    (g : ι → X → ℝ) (s h : X → ℝ) :
    coulomb v ((∑ i, c i • g i) * s) h = ∑ i, c i * coulomb v (g i * s) h := by
  symm
  simp only [coulomb, Finset.mul_sum]
  rw [Finset.sum_comm]
  refine sum_congr rfl fun x _ => ?_
  rw [Finset.sum_comm]
  refine sum_congr rfl fun y _ => ?_
  simp only [Pi.mul_apply, Finset.sum_apply, Pi.smul_apply, smul_eq_mul, Finset.sum_mul]
  refine sum_congr rfl fun i _ => ?_
  ring
```

The last theorem bounds each term of the expansion by the screening estimate. Its final case split separates $q(s)=0$ from the case where $q(s)^3$ can be cancelled.

```lean
/-- For a repulsion kernel, the screening number of a contracted real orbital `∑ cᵢ gᵢ` is at
most the sum of `|cᵢ|` times the screening numbers of the primitives. -/
theorem screen_contraction_le {ι : Type*} [Fintype ι] (hv : IsRepulsion v) (c : ι → ℝ)
    (g : ι → X → ℝ) :
    screen v (∑ i, c i • g i) ≤ ∑ i, |c i| * screen v (g i) := by
  obtain ⟨s, hs⟩ : ∃ s, s = ∑ i, c i • g i := ⟨_, rfl⟩
  -- expand only one of the four factors s in (ss,ss)
  have key := coulomb_contraction v c g s (s * s)
  rw [← hs] at key ⊢
  have bound : screen v s * screen v s ^ 3 ≤
      (∑ i, |c i| * screen v (g i)) * screen v s ^ 3 := by
    calc screen v s * screen v s ^ 3 = screen v s ^ 4 := by ring
      _ = ∑ i, c i * coulomb v (g i * s) (s * s) := by rw [screen_pow_four hv, key]
      _ ≤ ∑ i, |c i| * screen v (g i) * screen v s ^ 3 := by
          refine sum_le_sum fun i _ => ?_
          have h1 := le_abs_self (c i * coulomb v (g i * s) (s * s))
          rw [abs_mul] at h1
          have h2 := mul_le_mul_of_nonneg_left
            (abs_coulomb_le_screen hv (g i) s s s) (abs_nonneg (c i))
          linarith
      _ = _ := by rw [Finset.sum_mul]
  -- cancel the common factor unless the screening number vanishes
  have hs0 : 0 ≤ screen v s := Real.sqrt_nonneg _
  rcases hs0.eq_or_lt with h | h
  · rw [← h]
    exact sum_nonneg fun i _ => mul_nonneg (abs_nonneg _) (Real.sqrt_nonneg _)
  · exact le_of_mul_le_mul_right bound (pow_pos h 3)

end

end OrbitalSchwarz
```

```lean
#print axioms OrbitalSchwarz.orbital_schwarz
#print axioms OrbitalSchwarz.screen_contraction_le
```

```
'OrbitalSchwarz.orbital_schwarz' depends on axioms: [propext, Classical.choice, Quot.sound]
'OrbitalSchwarz.screen_contraction_le' depends on axioms: [propext, Classical.choice, Quot.sound]
```
